# Newton's square-root iteration for a positive definite mass-weighted force-constant matrix, started from the identity, acts on each normal mode separately

Let `C` be a finite, real, positive definite force-constant matrix in mass-weighted coordinates, so that its eigenvectors are the normal modes and its eigenvalues their squared angular frequencies, in units where these are pure numbers. The iteration starts from the identity and replaces X by (X + X⁻¹C)/2. The lemma states that every iterate is diagonal in the basis of normal modes, and that its entry for a mode of squared frequency c is the iterate of the scalar rule x ↦ (x + c/x)/2, started from 1. The proof is by induction on the step: it takes the inverse and the product with `C` mode by mode, then compares the resulting diagonal matrices entry by entry.

In Lean, a first try:

```lean
import Mathlib

open Matrix Filter
open scoped Topology

namespace NewtonSqrtEqModeFn

noncomputable section

variable {n : Type*} [Fintype n] [DecidableEq n] {C : Matrix n n ℝ}

/-- The matrix square-root iteration `X₀ = 1`, `Xₖ₊₁ = (Xₖ + Xₖ⁻¹ C) / 2`,
meant for positive definite `C`. -/
def newtonSqrt (C : Matrix n n ℝ) : ℕ → Matrix n n ℝ
  | 0 => 1
  | k + 1 => (1 / 2 : ℝ) • (newtonSqrt C k + (newtonSqrt C k)⁻¹ * C)

/-- The same iteration for a single mode with squared frequency `c > 0`. -/
def heron (c : ℝ) : ℕ → ℝ
  | 0 => 1
  | k + 1 => (heron c k + c / heron c k) / 2

/-- The function `f` of the force-constant matrix `C`: in the basis of normal modes it is
diagonal, with `f` applied to each squared frequency. -/
def modeFn (hC : C.PosDef) (f : ℝ → ℝ) : Matrix n n ℝ :=
  (hC.isHermitian.eigenvectorUnitary : Matrix n n ℝ) *
    diagonal (fun i => f (hC.isHermitian.eigenvalues i)) *
    star (hC.isHermitian.eigenvectorUnitary : Matrix n n ℝ)

/-- For a single mode with `c > 0` all iterates are positive. -/
theorem heron_pos {c : ℝ} (hc : 0 < c) (k : ℕ) : 0 < heron c k := by
  induction k with
  | zero => exact one_pos
  | succ k ih =>
    change 0 < (heron c k + c / heron c k) / 2
    positivity

/-- The identity function of `C` is `C` itself, and functions of `C` multiply mode by mode. -/
theorem modeFn_algebra (hC : C.PosDef) :
    modeFn hC (fun x => x) = C ∧
    ∀ f g : ℝ → ℝ, modeFn hC f * modeFn hC g = modeFn hC (fun x => f x * g x) := by
  constructor
  · have h := hC.isHermitian.spectral_theorem
    rw [Unitary.conjStarAlgAut_apply] at h
    exact h.symm
  · intro f g
    have hU := mem_unitaryGroup_iff'.1 hC.isHermitian.eigenvectorUnitary.2
    unfold modeFn
    rw [← diagonal_mul_diagonal]
    generalize (hC.isHermitian.eigenvectorUnitary : Matrix n n ℝ) = U at hU ⊢
    simp only [mul_assoc]
    rw [← mul_assoc (star U) U, hU, one_mul]

/-- For positive definite `C` the matrix iteration acts on each normal mode separately,
as the single-mode iteration. -/
theorem newtonSqrt_eq_modeFn (hC : C.PosDef) (k : ℕ) :
    newtonSqrt C k = modeFn hC (fun x => heron x k) := by
  have hone : modeFn hC (fun _ => 1) = 1 := by
    have hU := mem_unitaryGroup_iff.1 hC.isHermitian.eigenvectorUnitary.2
    unfold modeFn
    rw [diagonal_one, mul_one, hU]
  induction k with
  | zero => exact hone.symm
  | succ k ih =>
    -- the inverse is taken mode by mode
    have hinv : (modeFn hC (fun x => heron x k))⁻¹ = modeFn hC (fun x => (heron x k)⁻¹) := by
      apply inv_eq_right_inv
      have hm : ∀ i, heron (hC.isHermitian.eigenvalues i) k *
          (heron (hC.isHermitian.eigenvalues i) k)⁻¹ = 1 :=
        fun i => mul_inv_cancel₀ (heron_pos (hC.eigenvalues_pos i) k).ne'
      rw [(modeFn_algebra hC).2, ← hone]
      simp only [modeFn, hm]
    have hprod : (modeFn hC (fun x => heron x k))⁻¹ * C
        = modeFn hC (fun x => (heron x k)⁻¹ * x) := by
      rw [hinv, ← (modeFn_algebra hC).2, (modeFn_algebra hC).1]
    have hd : diagonal (fun i => heron (hC.isHermitian.eigenvalues i) (k + 1))
        = (1 / 2 : ℝ) • (diagonal (fun i => heron (hC.isHermitian.eigenvalues i) k) +
          diagonal (fun i => (heron (hC.isHermitian.eigenvalues i) k)⁻¹ *
            hC.isHermitian.eigenvalues i)) := by
      ext i j
      by_cases h : i = j
      · subst h
        simp only [smul_apply, add_apply, diagonal_apply_eq, smul_eq_mul, heron]
        ring
      · simp [h]
    change (1 / 2 : ℝ) • (newtonSqrt C k + (newtonSqrt C k)⁻¹ * C) = _
    rw [ih, hprod]
    unfold modeFn
    rw [hd, Matrix.mul_smul, Matrix.smul_mul, mul_add, add_mul]

end

end NewtonSqrtEqModeFn
```

Lean reports:

```
Main.lean:83:19: error: Ambiguous term
  smul_apply
Possible interpretations:
  _root_.smul_apply : ∀ (f : ?m.333) (r : ?m.332) (x : ?m.334), (r • f) x = r • f x
  
  Matrix.smul_apply : ∀ (r : ?m.335) (A : Matrix ?m.332 ?m.333 ?m.334) (i : ?m.332) (j : ?m.333),
    (r • A) i j = r • A i j
Main.lean:83:31: error: Ambiguous term
  add_apply
Possible interpretations:
  _root_.add_apply : ∀ (f g : ?m.332) (x : ?m.333), (f + g) x = f x + g x
  
  Matrix.add_apply : ∀ (A B : Matrix ?m.332 ?m.333 ?m.334) (i : ?m.332) (j : ?m.333), (A + B) i j = A i j + B i j
Try this:
  [apply] ring_nf
  
  The `ring` tactic failed to close the goal. Use `ring_nf` to obtain a normal form.
    
  Note that `ring` works primarily in *commutative* rings. If you have a noncommutative ring, abelian group or module, consider using `noncomm_ring`, `abel` or `module` instead.
Main.lean:82:6: error: unsolved goals
case pos
n : Type u_1
inst✝¹ : Fintype n
inst✝ : DecidableEq n
C : Matrix n n ℝ
hC : C.PosDef
hone : (modeFn hC fun x => 1) = 1
k : ℕ
ih : newtonSqrt C k = modeFn hC fun x => heron x k
hinv : (modeFn hC fun x => heron x k)⁻¹ = modeFn hC fun x => (heron x k)⁻¹
hprod : (modeFn hC fun x => heron x k)⁻¹ * C = modeFn hC fun x => (heron x k)⁻¹ * x
i : n
⊢ heron (⋯.eigenvalues i) k * (1 / 2) + ⋯.eigenvalues i * (heron (⋯.eigenvalues i) k)⁻¹ * (1 / 2) =
    ((1 / 2) •
        ((diagonal fun i => heron (⋯.eigenvalues i) k) +
          diagonal fun i => (heron (⋯.eigenvalues i) k)⁻¹ * ⋯.eigenvalues i))
      i i
Main.lean:83:61: warning: This simp argument is unused:
  smul_eq_mul

Hint: Omit it from the simp argument list.
  [apply] simp only [smul_apply, add_apply, diagonal_apply_eq, heron]

Note: This linter can be disabled with `set_option linter.unusedSimpArgs false`
```

The file opens the namespace `Matrix`, so the short name `smul_apply` can mean either `_root_.smul_apply` or `Matrix.smul_apply`, and `add_apply` is ambiguous in the same way. Lean reports both as errors and carries on without these two lemmas.

The other messages follow from this. On the right of the goal stands the `i i` entry of half a sum of two diagonal matrices. Without the two lemmas `simp only` cannot carry the indices through the scalar multiple and the sum, so `diagonal_apply_eq` does not reach the diagonal matrices inside. `ring` then cannot see that entry as the needed expression in real numbers, and the goal stays open. `smul_eq_mul` is reported unused because the scalar still multiplies a matrix, not a real number.

The repair writes `Matrix.smul_apply` and `Matrix.add_apply` in full. The entry now becomes half a sum of real numbers, `smul_eq_mul` turns the scalar action into multiplication, and `ring` proves the equality.

The mended proof, as a diff:

```diff
@@ -81,5 +81,5 @@
       by_cases h : i = j
       · subst h
-        simp only [smul_apply, add_apply, diagonal_apply_eq, smul_eq_mul, heron]
+        simp only [Matrix.smul_apply, Matrix.add_apply, diagonal_apply_eq, smul_eq_mul, heron]
         ring
       · simp [h]
```
